# For coupling \(0<s<1\), the leading Dirac–Coulomb spinor diverges at a point nucleus exactly when \(|\kappa|=1\)

Near a point nucleus, the radial part of a Dirac spinor behaves to leading order as \(r^{g-1}v\), where \(r\) is the distance from the nucleus, \(g>0\) is an exponent and \(v=(v_0,v_1)\) holds the coefficients of the large and small components. For Coulomb coupling \(0<s<1\) and integer angular quantum number \(\kappa\), both components diverge in magnitude as \(r\to0^+\) exactly when \(|\kappa|=1\), and both tend to zero exactly when \(|\kappa|\ge2\). The states p1/2 (\(\kappa=1\)) and p3/2 (\(\kappa=-2\)) therefore behave in opposite ways at the nucleus, although in the nonrelativistic theory they share one radial function that vanishes there.

## The radial equations close to the nucleus

The coupling is \(s=Z\alpha\), with \(Z\) the nuclear charge number and \(\alpha\) the fine-structure constant. The quantum number \(\kappa\) fixes the total angular momentum through \(j=|\kappa|-\tfrac12\), and its sign distinguishes the two parities for each \(j\). Write the large and small radial functions as \(G(r)/r\) and \(F(r)/r\). In units with \(\hbar=c=1\), for mass \(m\) and energy \(E\) including the rest energy,

\[
G'+\frac{\kappa}{r}G=\Big(E+m+\frac{s}{r}\Big)F,\qquad
F'-\frac{\kappa}{r}F=-\Big(E-m+\frac{s}{r}\Big)G .
\]

Insert \(G=v_0r^g\) and \(F=v_1r^g\). The terms with \(E\pm m\) are of order \(r^g\), all others of order \(r^{g-1}\). Keeping the latter gives

\[
(g+\kappa)v_0-s\,v_1=0,\qquad s\,v_0+(g-\kappa)v_1=0 .
\]

The mass and the energy have disappeared, so the exponent and the ratio of the two coefficients depend only on \(\kappa\) and \(s\).

The condition \(g>0\) selects the regular branch. The radial probability density goes as \(r^{2g}\), so the integrand of the Coulomb energy goes as \(r^{2g-1}\), which is integrable at the origin exactly when \(g>0\).

## Leading solutions and what is claimed about them

In Lean, `indicialMatrix κ s g` is the real \(2\times2\) matrix of the two equations above. The statement `IsLeading κ s g v` says three things: \(g\) is positive, \(v\) is not the zero vector, and the matrix sends \(v\) to zero. The function `radialSpinor g v r i` is \(r^{g-1}v_i\), with `i = 0` for the large and `i = 1` for the small component. The approach \(r\to0^+\) is written `𝓝[>] 0`.

The main theorem, `spinor_at_nucleus`, takes \(0<s<1\) and any leading solution, and gives two equivalences:

- \(|r^{g-1}v_i|\to\infty\) for both \(i\) if and only if \(|\kappa|=1\);
- \(|r^{g-1}v_i|\to0\) for both \(i\) if and only if \(|\kappa|\ge2\).

The type of \(\kappa\) is `ℤ`, and \(\kappa\neq0\) is not assumed, because it follows from the other hypotheses. Absolute values are used because the two coefficients may have opposite signs.

The starting point is the pair of leading equations. That a full solution of the radial Dirac equation has this leading term is assumed in the model. The nucleus is a point charge; a nucleus of finite size removes the singularity. For calculations that solve the one-electron Dirac equation with a point nucleus, the exponent gives, for each \(\kappa\), the short-range behaviour that a radial basis is meant to approximate.

## From the two equations to the two behaviours

**Both coefficients are nonzero.** Let \(s\ne0\). If \(v_0=0\), the first equation gives \(s\,v_1=0\), hence \(v_1=0\). If \(v_1=0\), the second gives \(s\,v_0=0\), hence \(v_0=0\). Either case contradicts \(v\neq0\).

**The exponent.** Multiply the first equation by \(g-\kappa\), the second by \(s\), and add. The terms in \(v_1\) cancel:

\[
(g^2-\kappa^2+s^2)\,v_0=0 .
\]

Since \(v_0\neq0\), we have \(g^2=\kappa^2-s^2\).

**The position of \(g\) relative to 1.** If \(\kappa\) were zero, \(g^2=-s^2\) would be negative, so \(|\kappa|\geq1\). For \(|\kappa|=1\), \(g^2=1-s^2<1\), hence \(g<1\). For \(|\kappa|\ge2\), \(g^2\ge4-s^2>3\), hence \(g>1\).

**The limits.** The magnitude of component \(i\) is \(r^{g-1}|v_i|\) with \(|v_i|>0\). If \(g<1\), then \(r^{g-1}=(1/r)^{1-g}\to\infty\). If \(g>1\), then \(r^{g-1}\to0\).

**The converses.** Every admissible \(\kappa\) has either \(|\kappa|=1\) or \(|\kappa|\ge2\). A function cannot both diverge to infinity and tend to zero at the same point, so each behaviour identifies its case.

**The radial density.** The divergence is mild enough that the radial density still vanishes at the origin:

\[
r^2\big(r^{2g-2}v_0^2+r^{2g-2}v_1^2\big)=r^{2g}(v_0^2+v_1^2)\to0,
\]

because \(g>0\). This holds for every leading solution, without a condition on \(s\).

## Weak coupling and the constant spinor

As \(s\to0\), the exponent for p1/2 is \(g=\sqrt{1-s^2}\to1\), so the power \(r^{g-1}\) becomes flat. The first equation gives \(v_0/v_1=s/(g+1)\to0\). If \(v_1\) is held fixed, the diverging term of the large component therefore fades out, and what remains is a constant small component. At \(s=0\) the large component starts only at the next order, where it has the familiar p-wave form proportional to \(r\). This limit also shows why \(s\neq0\) is needed for both coefficients to be nonzero.

The border between divergence and decay is \(g=1\), which at nonzero coupling means \(\kappa^2=1+s^2\). The leading term \(r^{g-1}v\) then equals \(v\) at every radius; the full spinor still varies through the neglected mass and energy terms. For integer \(\kappa\) the smallest such coupling is \(s=\sqrt3\), with \(|\kappa|=2\), so the border is never met in the range \(0<s<1\).

## The Lean file

```lean
import Mathlib

open Filter Topology Matrix

namespace DiracSpinorNearNucleus

noncomputable section

/-- The matrix of the leading small-radius Dirac-Coulomb equations, for angular quantum number `κ`,
coupling `s` and radial exponent `g`. -/
def indicialMatrix (κ : ℤ) (s g : ℝ) : Matrix (Fin 2) (Fin 2) ℝ :=
  !![g + κ, -s; s, g - κ]

/-- A leading solution: a positive exponent `g` and a nonzero pair `v` of large and small
coefficients annihilated by the indicial matrix. -/
structure IsLeading (κ : ℤ) (s g : ℝ) (v : Fin 2 → ℝ) : Prop where
  pos : 0 < g
  ne_zero : v ≠ 0
  null : indicialMatrix κ s g *ᵥ v = 0

/-- The leading radial spinor `r ^ (g - 1) v`, with component `0` large and component `1` small. -/
def radialSpinor (g : ℝ) (v : Fin 2 → ℝ) (r : ℝ) (i : Fin 2) : ℝ :=
  r ^ (g - 1) * v i

/-- The two coupled equations for the large and small coefficients. -/
theorem leading_equations {κ : ℤ} {s g : ℝ} {v : Fin 2 → ℝ} (h : IsLeading κ s g v) :
    (g + κ) * v 0 - s * v 1 = 0 ∧ s * v 0 + (g - κ) * v 1 = 0 := by
  have h0 := congrFun h.null 0
  have h1 := congrFun h.null 1
  simp [indicialMatrix, Matrix.mulVec, dotProduct, Fin.sum_univ_two] at h0 h1
  exact ⟨by linear_combination h0, by linear_combination h1⟩

/-- At nonzero coupling the large and the small coefficient are both nonzero. -/
theorem components_ne_zero {κ : ℤ} {s g : ℝ} {v : Fin 2 → ℝ} (hs : s ≠ 0)
    (h : IsLeading κ s g v) (i : Fin 2) : v i ≠ 0 := by
  obtain ⟨e0, e1⟩ := leading_equations h
  -- if one coefficient vanishes, the coupling forces the other to vanish too
  have key : ¬ (v 0 = 0 ∧ v 1 = 0) := by
    rintro ⟨a, b⟩
    apply h.ne_zero
    ext j
    fin_cases j
    · exact a
    · exact b
  have n0 : v 0 ≠ 0 := by
    intro a
    have hb : s * v 1 = 0 := by linear_combination (g + κ) * a - e0
    exact key ⟨a, (mul_eq_zero.mp hb).resolve_left hs⟩
  have n1 : v 1 ≠ 0 := by
    intro b
    have ha : s * v 0 = 0 := by linear_combination e1 - (g - κ) * b
    exact key ⟨(mul_eq_zero.mp ha).resolve_left hs, b⟩
  fin_cases i
  · exact n0
  · exact n1

/-- The exponent of a leading solution at nonzero coupling obeys `g² = κ² - s²`. -/
theorem exponent_sq {κ : ℤ} {s g : ℝ} {v : Fin 2 → ℝ} (hs : s ≠ 0)
    (h : IsLeading κ s g v) : g ^ 2 = (κ : ℝ) ^ 2 - s ^ 2 := by
  obtain ⟨e0, e1⟩ := leading_equations h
  have hm : (g ^ 2 - ((κ : ℝ) ^ 2 - s ^ 2)) * v 0 = 0 := by
    linear_combination (g - κ) * e0 + s * e1
  have := (mul_eq_zero.mp hm).resolve_right (components_ne_zero hs h 0)
  linarith

/-- A positive power of the radius vanishes at the nucleus. -/
theorem rpow_tendsto_zero {a : ℝ} (ha : 0 < a) :
    Tendsto (fun r : ℝ => r ^ a) (𝓝[>] 0) (𝓝 0) := by
  have h : Tendsto (fun r : ℝ => r ^ a) (𝓝 0) (𝓝 ((0 : ℝ) ^ a)) :=
    Real.continuousAt_rpow_const 0 a (Or.inr ha.le)
  rw [Real.zero_rpow ha.ne'] at h
  exact h.mono_left nhdsWithin_le_nhds

/-- A negative power of the radius diverges at the nucleus. -/
theorem rpow_tendsto_atTop {a : ℝ} (ha : a < 0) :
    Tendsto (fun r : ℝ => r ^ a) (𝓝[>] 0) atTop := by
  have h := (tendsto_rpow_atTop (neg_pos.mpr ha)).comp
    (tendsto_inv_nhdsGT_zero (𝕜 := ℝ))
  refine h.congr' ?_
  filter_upwards [self_mem_nhdsWithin] with r hr
  have hr' : (0 : ℝ) < r := hr
  simp only [Function.comp_apply]
  rw [Real.inv_rpow hr'.le, Real.rpow_neg hr'.le, inv_inv]

/-- For coupling `0 < s < 1`, both components of the leading radial spinor diverge in magnitude at
the nucleus exactly when `|κ| = 1`, and both vanish there exactly when `|κ| ≥ 2`. -/
theorem spinor_at_nucleus {κ : ℤ} {s g : ℝ} {v : Fin 2 → ℝ} (hs : 0 < s) (hs1 : s < 1)
    (h : IsLeading κ s g v) :
    ((∀ i, Tendsto (fun r => |radialSpinor g v r i|) (𝓝[>] 0) atTop) ↔ |κ| = 1) ∧
    ((∀ i, Tendsto (fun r => |radialSpinor g v r i|) (𝓝[>] 0) (𝓝 0)) ↔ 2 ≤ |κ|) := by
  have hg := h.pos
  have hsq := exponent_sq hs.ne' h
  have hκ : κ ≠ 0 := by
    rintro rfl
    norm_num at hsq
    nlinarith [pow_pos hs 2, pow_pos hg 2]
  have hcases : |κ| = 1 ∨ 2 ≤ |κ| := by
    have := abs_pos.mpr hκ
    omega
  -- `|κ| = 1` pushes the exponent below one
  have up : |κ| = 1 → ∀ i, Tendsto (fun r => |radialSpinor g v r i|) (𝓝[>] 0) atTop := by
    intro hk i
    have hk2 : κ ^ 2 = 1 := by rw [← sq_abs, hk]; norm_num
    have hk3 : (κ : ℝ) ^ 2 = 1 := by exact_mod_cast hk2
    have hlt : g < 1 := by nlinarith [pow_pos hs 2]
    have ht := (rpow_tendsto_atTop (sub_neg.mpr hlt)).atTop_mul_const
      (abs_pos.mpr (components_ne_zero hs.ne' h i))
    refine ht.congr' ?_
    filter_upwards [self_mem_nhdsWithin] with r hr
    rw [radialSpinor, abs_mul, abs_of_pos (Real.rpow_pos_of_pos hr _)]
  -- `|κ| ≥ 2` keeps the exponent above one
  have down : 2 ≤ |κ| → ∀ i, Tendsto (fun r => |radialSpinor g v r i|) (𝓝[>] 0) (𝓝 0) := by
    intro hk i
    have hk2 : 4 ≤ κ ^ 2 := by rw [← sq_abs]; nlinarith
    have hk3 : (4 : ℝ) ≤ (κ : ℝ) ^ 2 := by exact_mod_cast hk2
    have hlt : 1 < g := by nlinarith
    have ht := ((rpow_tendsto_zero (sub_pos.mpr hlt)).mul_const (v i)).abs
    simpa [radialSpinor] using ht
  refine ⟨⟨fun H => ?_, up⟩, ⟨fun H => ?_, down⟩⟩
  · exact hcases.resolve_right fun hk =>
      not_tendsto_nhds_of_tendsto_atTop (H 0) 0 (down hk 0)
  · exact hcases.resolve_left fun hk =>
      not_tendsto_nhds_of_tendsto_atTop (up hk 0) 0 (H 0)

/-- At the same coupling `0 < s < 1`, both components of the leading radial spinor for p1/2 (`κ =
1`) diverge in magnitude at the nucleus, while both components of the one for p3/2 (`κ = -2`) vanish
there. -/
theorem p_half_versus_p_three_halves {s g g' : ℝ} {v w : Fin 2 → ℝ} (hs : 0 < s) (hs1 : s < 1)
    (h : IsLeading 1 s g v) (h' : IsLeading (-2) s g' w) (i : Fin 2) :
    Tendsto (fun r => |radialSpinor g v r i|) (𝓝[>] 0) atTop ∧
    Tendsto (fun r => |radialSpinor g' w r i|) (𝓝[>] 0) (𝓝 0) :=
  ⟨(spinor_at_nucleus hs hs1 h).1.mpr (by norm_num) i,
    (spinor_at_nucleus hs hs1 h').2.mpr (by norm_num) i⟩

/-- The radial probability density `r² (ψ₀² + ψ₁²)` of every leading solution vanishes at the
nucleus. -/
theorem radial_density_tendsto_zero {κ : ℤ} {s g : ℝ} {v : Fin 2 → ℝ} (h : IsLeading κ s g v) :
    Tendsto (fun r => r ^ 2 * (radialSpinor g v r 0 ^ 2 + radialSpinor g v r 1 ^ 2))
      (𝓝[>] 0) (𝓝 0) := by
  have ht := ((rpow_tendsto_zero h.pos).pow 2).mul_const (v 0 ^ 2 + v 1 ^ 2)
  have hz : (0 : ℝ) ^ 2 * (v 0 ^ 2 + v 1 ^ 2) = 0 := by ring
  rw [hz] at ht
  refine ht.congr' ?_
  filter_upwards [self_mem_nhdsWithin] with r hr
  have hr' : r ≠ 0 := ne_of_gt hr
  -- the volume factor `r²` absorbs the two inverse powers of the radius
  have hp : r * r ^ (g - 1) = r ^ g := by
    rw [Real.rpow_sub_one hr', mul_div_cancel₀ _ hr']
  simp only [radialSpinor]
  rw [← hp]
  ring

/-- At the nonzero coupling with `κ² = 1 + s²` the leading radial spinor does not depend on the
radius. -/
theorem spinor_constant_at_threshold {κ : ℤ} {s g : ℝ} {v : Fin 2 → ℝ} (hs : s ≠ 0)
    (hκ : (κ : ℝ) ^ 2 = 1 + s ^ 2) (h : IsLeading κ s g v) (r : ℝ) :
    radialSpinor g v r = v := by
  have hsq := exponent_sq hs h
  have hg : g = 1 := by nlinarith [h.pos]
  ext i
  simp [radialSpinor, hg]

/-- Explicit leading solutions for `κ = 1` at coupling `3/5` and for `κ = -2` at coupling
`10/13`. -/
theorem isLeading_witness :
    IsLeading 1 (3 / 5) (4 / 5) ![1, 3] ∧ IsLeading (-2) (10 / 13) (24 / 13) ![5, -1] := by
  refine ⟨⟨by norm_num, fun h => ?_, ?_⟩, ⟨by norm_num, fun h => ?_, ?_⟩⟩
  · have := congrFun h 0
    simp at this
  · ext i
    fin_cases i <;>
      simp [indicialMatrix, Matrix.mulVec, dotProduct, Fin.sum_univ_two] <;> norm_num
  · have := congrFun h 0
    simp at this
  · ext i
    fin_cases i <;>
      simp [indicialMatrix, Matrix.mulVec, dotProduct, Fin.sum_univ_two] <;> norm_num

end

end DiracSpinorNearNucleus
```

```lean
#print axioms DiracSpinorNearNucleus.spinor_at_nucleus
#print axioms DiracSpinorNearNucleus.p_half_versus_p_three_halves
#print axioms DiracSpinorNearNucleus.radial_density_tendsto_zero
#print axioms DiracSpinorNearNucleus.spinor_constant_at_threshold
```

```
'DiracSpinorNearNucleus.spinor_at_nucleus' depends on axioms: [propext, Classical.choice, Quot.sound]
'DiracSpinorNearNucleus.p_half_versus_p_three_halves' depends on axioms: [propext, Classical.choice, Quot.sound]
'DiracSpinorNearNucleus.radial_density_tendsto_zero' depends on axioms: [propext, Classical.choice, Quot.sound]
'DiracSpinorNearNucleus.spinor_constant_at_threshold' depends on axioms: [propext, Classical.choice, Quot.sound]
```

## How the proof follows the derivation

**The algebra.** `leading_equations` reads off the two entries of the matrix–vector equation `h.null` and expands the products, which gives the component equations. `components_ne_zero` then treats the two vanishing cases as above. In each, `linear_combination` produces \(s\,v_1=0\) or \(s\,v_0=0\), and `hs` removes the factor \(s\).

In `exponent_sq`, the expression `(g - κ) * e0 + s * e1` is the elimination step itself: `e0` and `e1` are the two equations, and the prefactors are those used by hand. The resulting product is zero while \(v_0\) is not, so the bracket vanishes.

**The power laws.** `rpow_tendsto_zero` uses the continuity of \(r^a\) at \(r=0\) for \(a>0\), together with \(0^a=0\), and then restricts the limit to positive \(r\). `rpow_tendsto_atTop` composes two known limits, \(1/r\to\infty\) and \(x^{-a}\to\infty\) as \(x\to\infty\) for \(a<0\). Its last lines check that \((1/r)^{-a}=r^a\) for positive \(r\).

**The main theorem.** The proof of `spinor_at_nucleus` first excludes \(\kappa=0\) and records in `hcases` that \(|\kappa|\) is 1 or at least 2. This is where it matters that \(\kappa\) is an integer. Two implications follow:

- `up` derives \(g<1\) from \(|\kappa|=1\) and multiplies the diverging power by the positive constant \(|v_i|\);
- `down` derives \(g>1\) from \(|\kappa|\ge2\) and multiplies the vanishing power by \(v_i\) before taking the absolute value.

The inequalities for \(g\) are obtained by `nlinarith` from those for \(g^2\). The bound \(s<1\) is used in `down`, where the weaker \(s<\sqrt3\) would also be enough; when \(|\kappa|=1\), \(s<1\) already follows from \(g^2=1-s^2>0\). The converses use `hcases` and `not_tendsto_nhds_of_tendsto_atTop`, which states that a function diverging to infinity has no finite limit. Looking at component 0 is enough to reach the contradiction.

**The consequences.** `p_half_versus_p_three_halves` applies the main theorem twice, with \(\kappa=1\) and \(\kappa=-2\) at the same \(s\). The two states have their own exponents, `g` and `g'`, and their own coefficient vectors, `v` and `w`.

`radial_density_tendsto_zero` squares the limit \(r^g\to0\) and multiplies it by \(v_0^2+v_1^2\). The identity \(r\cdot r^{g-1}=r^g\), valid for \(r>0\), turns this into the density as written. `spinor_constant_at_threshold` obtains \(g^2=1\) from the exponent relation, and positivity leaves \(g=1\).

**Two explicit solutions.** `isLeading_witness` verifies numerical examples by direct substitution. In the table the coefficient vectors are also scaled to unit length; this scaling doesn't normalise the full wavefunction.

| State | \(s\) | \(g\) | \(v\) in the file | Unit vector | Power of \(r\) in the spinor |
|---|---|---|---|---|---|
| p1/2, \(\kappa=1\) | \(3/5\) | \(4/5\) | \((1,3)\) | \((1,3)/\sqrt{10}\) | \(-1/5\) |
| p3/2, \(\kappa=-2\) | \(10/13\) | \(24/13\) | \((5,-1)\) | \((5,-1)/\sqrt{26}\) | \(11/13\) |

The couplings differ so that all the numbers are rational. To compare the two states at one common coupling \(0<s<1\), take \(g=\sqrt{\kappa^2-s^2}\) and \(v=(s,\,g+\kappa)\) for each \(\kappa\). The first equation then holds identically, and the second reduces to \(s^2+g^2-\kappa^2=0\).
